# For a unit vector $(x,y,z)$, the octahedral sum of $P_l$ vanishes at $l = 1, 2, 3$ and equals $\tfrac{35}{4}(x^4+y^4+z^4-\tfrac35)$ at $l = 4$

## Does the potential of six equal octahedral charges really lose its angular dependence below fourth order?

My conventions are these. $P_l$ is the Legendre polynomial of order $l$, normalised by $P_0 = 1$ and $P_1(t) = t$. The vector $u = (x,y,z)$ has unit length, $e_0, e_1, e_2$ are the Cartesian unit vectors, and $d$ runs over the six directions $\pm e_i$. I write
$$S_l(u) = \sum_{d} P_l(u\cdot d).$$

With six equal point charges on the axes, all at the same distance from the centre, $S_l(u)$ is the angular factor of the order-$l$ term of the potential near the centre. I learned that $S_1 = S_2 = S_3 = 0$ "by symmetry" and that $S_4 = \tfrac{35}{4}(x^4+y^4+z^4-\tfrac35)$. I can check this along an axis, but I would like a derivation for every direction with all constants visible, and a machine-checked version in which I can see exactly what is assumed.

## Polynomials, directions and units

The polynomials are fixed by $P_0(t) = 1$, $P_1(t) = t$ and Bonnet's recursion, for $n = 0, 1, 2, \dots$,
$$P_{n+2}(t) = \frac{(2n+3)\,t\,P_{n+1}(t) - (n+1)\,P_n(t)}{n+2}.$$
Components are numbered from zero, so $(u_0,u_1,u_2) = (x,y,z)$. The condition $u\cdot u = 1$ says that $u$ carries only a direction, and it makes $u\cdot d$ the cosine of the angle between $u$ and $d$.

Let each charge be $q$, placed at $a\,d$ with $a > 0$, and let the field point be $r u$, with reduced radius $\rho = r/a$. In Gaussian units the standard expansion for $\rho < 1$ is
$$\frac{q}{|r u - a d|} = \frac{q}{a}\sum_{l=0}^{\infty}\rho^l P_l(u\cdot d).$$
This formula motivates the definitions and is taken over from electrostatics. Summing over the six charges, cutting the series at order $N$ and measuring the potential in units of $q/a$ gives
$$V_N(\rho,u) = \sum_d\sum_{l=0}^{N}\rho^l P_l(u\cdot d) = \sum_{l=0}^{N}\rho^l S_l(u).$$
Because all six charges and all six distances are equal, the prefactor $q/a$ and the reduced radius $\rho$ are the same in all six terms, so both come out of the sum over directions.

## Parity and the unit sphere give the sums

Parity comes first: $P_l(-t) = (-1)^l P_l(t)$. It holds for $l = 0$ and $l = 1$ by inspection. If it holds for $n$ and $n+1$, the recursion at $-t$ reads
$$P_{n+2}(-t) = \frac{(2n+3)(-t)(-1)^{n+1}P_{n+1}(t) - (n+1)(-1)^nP_n(t)}{n+2}.$$
Both terms of the numerator carry the factor $(-1)^{n} = (-1)^{n+2}$, so the right side is $(-1)^{n+2}P_{n+2}(t)$.

Next, $u\cdot(\pm e_i) = \pm u_i$, so the six terms group into opposite pairs,
$$S_l(u) = \sum_{i=0}^{2}\bigl[P_l(u_i) + P_l(-u_i)\bigr].$$
For odd $l$ every bracket is zero, whatever the length of $u$. This settles $l = 1$, $3$, $5$ and all higher odd orders. For even $l$ the bracket is $2P_l(u_i)$.

The recursion gives in turn
$$P_2 = \frac{3t\cdot t - 1}{2} = \frac{3t^2-1}{2},\qquad P_3 = \frac{5tP_2 - 2t}{3} = \frac{5t^3-3t}{2},$$
$$P_4 = \frac{7tP_3 - 3P_2}{4} = \frac{35t^4-30t^2+3}{8},\qquad P_5 = \frac{9tP_4-4P_3}{5} = \frac{63t^5-70t^3+15t}{8},$$
$$P_6 = \frac{11tP_5-5P_4}{6} = \frac{231t^6-315t^4+105t^2-5}{16}.$$

Write $\sigma_k = x^k+y^k+z^k$, so that the unit condition is $\sigma_2 = 1$. For $l = 0$ each of the six terms is $1$ and $S_0 = 6$. For $l = 2$,
$$S_2 = \sum_i (3u_i^2-1) = 3(\sigma_2-1) = 0.$$
For $l = 4$,
$$S_4 = \tfrac14\,(35\sigma_4 - 30\sigma_2 + 9) = \tfrac14\,(35\sigma_4 - 21) = \tfrac{35}{4}\left(\sigma_4-\tfrac35\right).$$
For $l = 6$,
$$S_6 = \tfrac18\,(231\sigma_6 - 315\sigma_4 + 105\sigma_2 - 15) = \tfrac18\,(231\sigma_6-315\sigma_4+90).$$

The range of $S_4$ follows from two identities:
$$3\sigma_4 - \sigma_2^2 = (x^2-y^2)^2+(y^2-z^2)^2+(x^2-z^2)^2,\qquad \sigma_2^2-\sigma_4 = 2(x^2y^2+y^2z^2+x^2z^2).$$
Both right sides are nonnegative, so $\tfrac13\le\sigma_4\le1$ on the unit sphere, and
$$-\tfrac73 = \tfrac{35}{4}\left(\tfrac13-\tfrac35\right)\le S_4\le\tfrac{35}{4}\left(1-\tfrac35\right) = \tfrac72 .$$
The axis $(0,0,1)$ has $\sigma_4 = 1$ and the body diagonal $(1,1,1)/\sqrt3$ has $\sigma_4 = 3\cdot\tfrac19 = \tfrac13$, so both ends are reached.

Finally, with $(X,Y,Z) = \rho u$, only $l = 0$ and $l = 4$ contribute through fifth order:
$$V_5 = 6 + \rho^4S_4 = 6+\tfrac{35}{4}\left(X^4+Y^4+Z^4-\tfrac35\rho^4\right).$$

In the point-charge crystal-field model, with six equal charges at a common distance and the electron taken to lie inside the shell $r < a$, this fourth-order term is the lowest angle-dependent part of the potential, and it is the term that splits the five $d$ orbitals of a central ion into the $e_g$ and $t_{2g}$ sets.

## Octahedral multipoles in Lean 4

```lean
import Mathlib

open Matrix

namespace OctahedralMultipole

noncomputable section

/-- The Legendre polynomials `P_l(t)`, generated from `P_0 = 1` and `P_1 = t` by Bonnet's
recursion. -/
def legendre : ℕ → ℝ → ℝ
  | 0, _ => 1
  | 1, t => t
  | n + 2, t =>
      ((2 * (n : ℝ) + 3) * t * legendre (n + 1) t - ((n : ℝ) + 1) * legendre n t) / ((n : ℝ) + 2)

/-- The six octahedral directions `+e_i` and `-e_i`, labelled by an axis and a sign. -/
def octDir (d : Fin 3 × Bool) : Fin 3 → ℝ :=
  if d.2 then (Pi.single d.1 (1 : ℝ) : Fin 3 → ℝ) else -(Pi.single d.1 (1 : ℝ) : Fin 3 → ℝ)

/-- The sum of `P_l(u · d)` over the six octahedral directions `d`; for a unit vector `u` the
argument `u · d` is the cosine of the angle between `u` and `d`. -/
def octSum (l : ℕ) (u : Fin 3 → ℝ) : ℝ := ∑ d, legendre l (u ⬝ᵥ octDir d)

/-- The multipole series `Σ_d Σ_{l ≤ N} ρ^l P_l(u · d)` of six equal point charges at distance
`a` along the octahedral directions, in units `q / a`, at reduced radius `ρ = r / a` along `u`. -/
def multipoleSeries (N : ℕ) (ρ : ℝ) (u : Fin 3 → ℝ) : ℝ :=
  ∑ d, ∑ l ∈ Finset.range (N + 1), ρ ^ l * legendre l (u ⬝ᵥ octDir d)

/-- Bonnet's recursion, solved for `P_{n+2}`. -/
theorem bonnet (n : ℕ) (t : ℝ) :
    legendre (n + 2) t =
      ((2 * (n : ℝ) + 3) * t * legendre (n + 1) t - ((n : ℝ) + 1) * legendre n t)
        / ((n : ℝ) + 2) := by
  rw [legendre]

/-- Parity of the Legendre polynomials: `P_l(-t) = (-1)^l P_l(t)`. -/
theorem legendre_neg (l : ℕ) (t : ℝ) : legendre l (-t) = (-1) ^ l * legendre l t := by
  -- two consecutive orders are carried through the induction together
  have key : ∀ n : ℕ, legendre n (-t) = (-1) ^ n * legendre n t ∧
      legendre (n + 1) (-t) = (-1) ^ (n + 1) * legendre (n + 1) t := by
    intro n
    induction n with
    | zero =>
      constructor
      · show (1 : ℝ) = (-1) ^ 0 * 1
        ring
      · show -t = (-1) ^ (0 + 1) * t
        ring
    | succ n ih =>
      refine ⟨ih.2, ?_⟩
      show legendre (n + 2) (-t) = (-1) ^ (n + 2) * legendre (n + 2) t
      rw [bonnet n (-t), bonnet n t, ih.1, ih.2]
      simp only [pow_add]
      ring
  exact (key l).1

/-- The explicit Legendre polynomials `P_0` to `P_6`. -/
theorem legendre_explicit (t : ℝ) :
    legendre 0 t = 1 ∧ legendre 1 t = t ∧ legendre 2 t = (3 * t ^ 2 - 1) / 2 ∧
    legendre 3 t = (5 * t ^ 3 - 3 * t) / 2 ∧
    legendre 4 t = (35 * t ^ 4 - 30 * t ^ 2 + 3) / 8 ∧
    legendre 5 t = (63 * t ^ 5 - 70 * t ^ 3 + 15 * t) / 8 ∧
    legendre 6 t = (231 * t ^ 6 - 315 * t ^ 4 + 105 * t ^ 2 - 5) / 16 := by
  have step : ∀ (n : ℕ) (a b : ℝ), legendre (n + 1) t = a → legendre n t = b →
      legendre (n + 2) t = ((2 * (n : ℝ) + 3) * t * a - ((n : ℝ) + 1) * b) / ((n : ℝ) + 2) := by
    intro n a b ha hb
    rw [bonnet, ha, hb]
  have h0 : legendre 0 t = 1 := rfl
  have h1 : legendre 1 t = t := rfl
  have h2 : legendre 2 t = (3 * t ^ 2 - 1) / 2 :=
    (step 0 _ _ h1 h0).trans (by push_cast; ring)
  have h3 : legendre 3 t = (5 * t ^ 3 - 3 * t) / 2 :=
    (step 1 _ _ h2 h1).trans (by push_cast; ring)
  have h4 : legendre 4 t = (35 * t ^ 4 - 30 * t ^ 2 + 3) / 8 :=
    (step 2 _ _ h3 h2).trans (by push_cast; ring)
  have h5 : legendre 5 t = (63 * t ^ 5 - 70 * t ^ 3 + 15 * t) / 8 :=
    (step 3 _ _ h4 h3).trans (by push_cast; ring)
  have h6 : legendre 6 t = (231 * t ^ 6 - 315 * t ^ 4 + 105 * t ^ 2 - 5) / 16 :=
    (step 4 _ _ h5 h4).trans (by push_cast; ring)
  exact ⟨h0, h1, h2, h3, h4, h5, h6⟩

/-- The octahedral sum splits into opposite pairs: each axis contributes
`P_l(u_i) + P_l(-u_i)`. -/
theorem octSum_eq (l : ℕ) (u : Fin 3 → ℝ) :
    octSum l u = ∑ i, (legendre l (u i) + legendre l (-u i)) := by
  unfold octSum
  rw [Fintype.sum_prod_type]
  refine Finset.sum_congr rfl fun i _ => ?_
  rw [Fintype.sum_bool]
  simp [octDir]

/-- The octahedral sum vanishes for every odd order `l`. -/
theorem octSum_odd {l : ℕ} (hl : Odd l) (u : Fin 3 → ℝ) : octSum l u = 0 := by
  rw [octSum_eq]
  refine Finset.sum_eq_zero fun i _ => ?_
  -- opposite directions cancel by parity
  rw [legendre_neg, hl.neg_one_pow]
  ring

/-- For a unit vector `u = (x, y, z)` the octahedral sum vanishes for `l = 1, 2, 3` and equals
`(35/4)(x⁴ + y⁴ + z⁴ - 3/5)` for `l = 4`. -/
theorem octSum_low_orders {u : Fin 3 → ℝ} (hu : u ⬝ᵥ u = 1) :
    octSum 1 u = 0 ∧ octSum 2 u = 0 ∧ octSum 3 u = 0 ∧
    octSum 4 u = 35 / 4 * (u 0 ^ 4 + u 1 ^ 4 + u 2 ^ 4 - 3 / 5) := by
  have h : u 0 ^ 2 + u 1 ^ 2 + u 2 ^ 2 = 1 := by
    simpa [dotProduct, Fin.sum_univ_three, sq] using hu
  refine ⟨octSum_odd ⟨0, rfl⟩ u, ?_, octSum_odd ⟨1, rfl⟩ u, ?_⟩
  · -- the quadrupole sum is 3 (x² + y² + z² - 1)
    rw [octSum_eq]
    simp only [Fin.sum_univ_three, legendre_explicit]
    linear_combination 3 * h
  · -- the quadratic part of P₄ becomes a constant on the unit sphere
    rw [octSum_eq]
    simp only [Fin.sum_univ_three, legendre_explicit]
    linear_combination (-30 / 4) * h

/-- For a unit vector `(x, y, z)` the octahedral sum of order six is
`(231 (x⁶ + y⁶ + z⁶) - 315 (x⁴ + y⁴ + z⁴) + 90) / 8`. -/
theorem octSum_six {u : Fin 3 → ℝ} (hu : u ⬝ᵥ u = 1) :
    octSum 6 u = (231 * (u 0 ^ 6 + u 1 ^ 6 + u 2 ^ 6)
      - 315 * (u 0 ^ 4 + u 1 ^ 4 + u 2 ^ 4) + 90) / 8 := by
  have h : u 0 ^ 2 + u 1 ^ 2 + u 2 ^ 2 = 1 := by
    simpa [dotProduct, Fin.sum_univ_three, sq] using hu
  rw [octSum_eq]
  simp only [Fin.sum_univ_three, legendre_explicit]
  linear_combination (105 / 8) * h

/-- On the unit sphere the octahedral sum of order four lies between `-7/3` and `7/2`. -/
theorem octSum_four_bounds {u : Fin 3 → ℝ} (hu : u ⬝ᵥ u = 1) :
    -7 / 3 ≤ octSum 4 u ∧ octSum 4 u ≤ 7 / 2 := by
  have h : u 0 ^ 2 + u 1 ^ 2 + u 2 ^ 2 = 1 := by
    simpa [dotProduct, Fin.sum_univ_three, sq] using hu
  have h2 : (u 0 ^ 2 + u 1 ^ 2 + u 2 ^ 2) ^ 2 = 1 := by
    rw [h]; norm_num
  rw [(octSum_low_orders hu).2.2.2]
  -- 1/3 ≤ x⁴ + y⁴ + z⁴ ≤ 1
  constructor
  · nlinarith [sq_nonneg (u 0 ^ 2 - u 1 ^ 2), sq_nonneg (u 1 ^ 2 - u 2 ^ 2),
      sq_nonneg (u 0 ^ 2 - u 2 ^ 2), h2]
  · nlinarith [sq_nonneg (u 0 * u 1), sq_nonneg (u 1 * u 2), sq_nonneg (u 0 * u 2), h2]

/-- The octahedral sum of order four equals `7/2` along the axis `(0, 0, 1)` and `-7/3` along
the body diagonal `(1, 1, 1)/√3`. -/
theorem octSum_four_extremes :
    octSum 4 ![0, 0, 1] = 7 / 2 ∧ octSum 4 (fun _ => (Real.sqrt 3)⁻¹) = -7 / 3 := by
  have key : ∀ x y z : ℝ, x ^ 2 + y ^ 2 + z ^ 2 = 1 → ∀ u : Fin 3 → ℝ,
      u 0 = x → u 1 = y → u 2 = z → octSum 4 u = 35 / 4 * (x ^ 4 + y ^ 4 + z ^ 4 - 3 / 5) := by
    intro x y z h u hx hy hz
    have hu : u ⬝ᵥ u = 1 := by
      simp only [dotProduct, Fin.sum_univ_three, hx, hy, hz]
      linear_combination h
    rw [(octSum_low_orders hu).2.2.2, hx, hy, hz]
  constructor
  · rw [key 0 0 1 (by norm_num) ![0, 0, 1] rfl rfl rfl]
    norm_num
  · have hc : ((Real.sqrt 3)⁻¹) ^ 2 = 1 / 3 := by
      rw [inv_pow, Real.sq_sqrt (by norm_num)]
      norm_num
    generalize (Real.sqrt 3)⁻¹ = c at hc ⊢
    rw [key c c c (by linear_combination 3 * hc) (fun _ => c) rfl rfl rfl]
    linear_combination (105 / 4 * (c ^ 2 + 1 / 3)) * hc

/-- Through order `l = 5` the octahedral multipole series along a unit vector `u` equals
`6 + (35/4)(X⁴ + Y⁴ + Z⁴ - (3/5) ρ⁴)` with `(X, Y, Z) = ρ u`. -/
theorem multipoleSeries_five (ρ : ℝ) {u : Fin 3 → ℝ} (hu : u ⬝ᵥ u = 1) :
    multipoleSeries 5 ρ u =
      6 + 35 / 4 * ((ρ * u 0) ^ 4 + (ρ * u 1) ^ 4 + (ρ * u 2) ^ 4 - 3 / 5 * ρ ^ 4) := by
  -- collect the series order by order
  have hsum : multipoleSeries 5 ρ u = ∑ l ∈ Finset.range (5 + 1), ρ ^ l * octSum l u := by
    unfold multipoleSeries
    rw [Finset.sum_comm]
    simp only [octSum, Finset.mul_sum]
  have h0 : octSum 0 u = 6 := by
    rw [octSum_eq]
    simp only [Fin.sum_univ_three, legendre_explicit]
    norm_num
  have h5 : octSum 5 u = 0 := octSum_odd ⟨2, rfl⟩ u
  obtain ⟨h1, h2, h3, h4⟩ := octSum_low_orders hu
  rw [hsum]
  simp only [Finset.sum_range_succ, Finset.sum_range_zero]
  rw [h0, h1, h2, h3, h4, h5]
  ring

end

end OctahedralMultipole
```

```lean
#print axioms OctahedralMultipole.octSum_low_orders
-- 'OctahedralMultipole.octSum_low_orders' depends on axioms: [propext, Classical.choice, Quot.sound]
#print axioms OctahedralMultipole.octSum_four_bounds
-- 'OctahedralMultipole.octSum_four_bounds' depends on axioms: [propext, Classical.choice, Quot.sound]
#print axioms OctahedralMultipole.octSum_four_extremes
-- 'OctahedralMultipole.octSum_four_extremes' depends on axioms: [propext, Classical.choice, Quot.sound]
#print axioms OctahedralMultipole.multipoleSeries_five
-- 'OctahedralMultipole.multipoleSeries_five' depends on axioms: [propext, Classical.choice, Quot.sound]
```

## How the Lean objects correspond to charges, angles and orders

`legendre` has type `ℕ → ℝ → ℝ`: it takes the order and a real argument, and its three defining clauses are $P_0$, $P_1$ and the recursion above. The argument may be any real number, not only a value in $[-1,1]$. Since the recursion is the definition, the normalisation is the one with $P_0 = 1$ and $P_1 = t$, with no factor $\sqrt{(2l+1)/4\pi}$ of the kind that spherical harmonics carry.

Vectors are functions `Fin 3 → ℝ`, with `u 0`, `u 1`, `u 2` standing for $x$, $y$, $z$, and `u ⬝ᵥ v` is the Euclidean dot product $\sum_i u_iv_i$. A direction is labelled by a pair in `Fin 3 × Bool`, an axis and a sign. `octDir` sends the label $(i,\text{true})$ to $+e_i$ and $(i,\text{false})$ to $-e_i$, where $e_i$ is built with `Pi.single`. The label set has $3\times2 = 6$ elements, so `octSum l u` is $S_l(u)$. `multipoleSeries N ρ u` is $V_N(\rho,u)$, and `Finset.range (N + 1)` runs over $l = 0,\dots,N$ inclusive. Both definitions accept any vector `u`; their reading in terms of angles and point charges assumes that `u` has unit length.

The main theorem, `octSum_low_orders`, has the single hypothesis `u ⬝ᵥ u = 1`. It concludes that $S_1$, $S_2$ and $S_3$ are zero and that $S_4 = \tfrac{35}{4}(x^4+y^4+z^4-\tfrac35)$, which is the claim of the question for every direction. The remaining results read as follows.

- `octSum_odd`: $S_l(u) = 0$ for every odd $l$ and every vector $u$, of unit length or not.
- `octSum_six`: the formula for $S_6$, for unit $u$.
- `octSum_four_bounds`: $-\tfrac73\le S_4(u)\le\tfrac72$ for unit $u$.
- `octSum_four_extremes`: $S_4 = \tfrac72$ at `![0, 0, 1]`, and $S_4 = -\tfrac73$ at the vector whose three components all equal $1/\sqrt3$. Both vectors are normalised, so together with the bounds this gives the maximum and the minimum on the sphere. It names one axis and one diagonal and does not list all points at which the extremes occur.
- `multipoleSeries_five`: the closed form of $V_5$, for unit $u$ and every real $\rho$.

The last theorem has no condition $0\le\rho<1$ because it is an identity between polynomials in $\rho$. The Coulomb potential $1/|ru-ad|$ appears nowhere in the file. That the $P_l$ of the recursion are the expansion coefficients of this potential, that the infinite series converges for $\rho<1$, and how large the remainder after $l = 5$ is, are not among the theorems; the same holds for the statement about $d$ orbitals and for the remarks on norms and angles further down. The geometry is also fixed: a regular octahedron aligned with the coordinate axes, with equal weights. Even orders above six are not evaluated.

## From Bonnet's recursion to the closed forms

`bonnet` restates the third clause of the definition as an equation that can be used for rewriting.

`legendre_neg` is the parity argument. Because the recursion reaches back two orders, the induction is run on the conjunction `key`, parity at $n$ and at $n+1$ together. In the step, the first half of the new conjunction is the second half of the old one, `ih.2`. For the other half both sides are expanded with `bonnet`, the two induction hypotheses are inserted, and `ring` collects the signs as in the displayed formula for $P_{n+2}(-t)$.

`legendre_explicit` climbs the recursion. The local statement `step` says that if $P_{n+1}(t) = a$ and $P_n(t) = b$, then $P_{n+2}(t)$ is the Bonnet combination of $a$ and $b$. It is applied with $n = 0,\dots,4$, each time to the two preceding results, and `ring` confirms the simplified polynomial.

`octSum_eq` is the grouping into opposite pairs. The sum over labels becomes a sum over axes of a sum over the two signs, and simplification evaluates the dot products to $u_i$ and $-u_i$. `octSum_odd` then shows each bracket to be zero, by parity and $(-1)^l = -1$.

In `octSum_low_orders` the hypothesis is first written in components as `h`, the equation $\sigma_2 = 1$. Orders one and three are instances of `octSum_odd`, with the witnesses $1 = 2\cdot0+1$ and $3 = 2\cdot1+1$. For the even orders the explicit polynomials are inserted at $u_i$ and at $-u_i$, and `linear_combination` checks that the difference of the two sides is a stated multiple of $\sigma_2-1$. The multiples are the coefficients of $\sigma_2$ in the derivation: `3 * h` for $S_2 = 3(\sigma_2-1)$, and `(-30 / 4) * h` because
$$S_4-\tfrac{35}{4}\left(\sigma_4-\tfrac35\right) = -\tfrac{30}{4}(\sigma_2-1).$$
`octSum_six` is the same argument with `(105 / 8) * h`.

`octSum_four_bounds` replaces $S_4$ by its closed form and uses `h2`, the equation $\sigma_2^2 = 1$. The hints given to `nlinarith` are the squares in the two identities above: $(x^2-y^2)^2$ and its companions for the lower bound, $(xy)^2$ and its companions for the upper bound.

`octSum_four_extremes` first restates the formula for $S_4$ in terms of three named components, which also requires the unit condition for each vector. On the axis the rest is arithmetic. On the diagonal, with $c = 1/\sqrt3$, only $c^2 = \tfrac13$ is kept, and the last line is the factorisation
$$\tfrac{35}{4}\left(3c^4-\tfrac35\right)+\tfrac73 = \tfrac{105}{4}\left(c^2+\tfrac13\right)\left(c^2-\tfrac13\right).$$

`multipoleSeries_five` exchanges the sums over directions and orders in `hsum`, which gives $\sum_l\rho^lS_l$. It then writes out the six orders, inserts $S_0 = 6$, $S_5 = 0$ and the four values from the main theorem, and lets `ring` move $\rho^4$ inside the bracket.

## Which norm makes $u$ a unit vector

A slip that changes the meaning of the statement is to write the hypothesis as $\|u\| = 1$ while keeping the type `Fin 3 → ℝ`. In Mathlib the norm on this function type is the maximum of the $|u_i|$, not the Euclidean length. The vector $(1,1,1)$ then has norm one although $\sigma_2 = 3$, and the intermediate formula $S_2 = 3(\sigma_2-1)$ gives $6$. The claim $S_2 = 0$ would be false under that hypothesis. Writing `u ⬝ᵥ u = 1` states the Euclidean condition directly. The odd orders give no warning of this error, since they vanish for any vector.

## Angles in place of dot products

The statement can also be set in Mathlib's three-dimensional Euclidean space, with the argument of $P_l$ taken as the cosine of the angle between $d$ and a position vector $R = (X,Y,Z)$, whose components may now be in any unit of length. The word "cosine" then becomes literal, and the unit condition is replaced by $R\neq0$. The fourth-order result takes the scale-free form
$$\tfrac{35}{4}\left(\frac{X^4+Y^4+Z^4}{|R|^4}-\tfrac35\right).$$
The condition $R\neq0$ matters there, because Mathlib assigns the angle $\pi/2$ when one vector is zero, which would give $S_2 = 6P_2(0) = -3$. The price of this version is a preliminary step that turns the cosine of the angle into $R\cdot d/|R|$; after it, the algebra is the same as above with $u = R/|R|$.
